# The summed smallest inflow rates as a lower bound on the relaxation rate of a finite master equation

A molecule hops between a finite number of conformers at constant rates. Two samples are prepared with different conformer populations and then left alone. How long can the populations still reveal which preparation was used? A bound can be read off from the rates, without diagonalising the rate matrix.

Let $W_{ij}\ge 0$ be the rate of jumps from state $j$ to state $i\ne j$, and let $W_{jj}=-\sum_{i\ne j}W_{ij}$, so that every column sums to zero. The populations obey $\dot p_i=\sum_j W_{ij}p_j$. For at least two states, define

$$m_i=\min_{j\ne i}W_{ij},\qquad c=\sum_i m_i .$$

Two solutions $p,q$ with the same initial total population, in particular two probability distributions, satisfy for $t\ge 0$

$$\sum_i|p_i(t)-q_i(t)|\le e^{-ct}\sum_i|p_i(0)-q_i(0)| .$$

The constant $c$ is positive exactly when some state can be reached directly from every other state. For nearest-neighbour hopping along a chain of four or more states $c=0$, and the bound says only that the distance never exceeds its initial value.

In an open quantum system with finitely many levels, whose populations decouple from the coherences and follow such an equation with constant rates, the bound limits, when $c>0$, how long the populations remember their preparation.

## Removing the inflow that all origins share

The total population is conserved, because $\frac{d}{dt}\sum_i p_i=\sum_j\big(\sum_i W_{ij}\big)p_j=0$. The difference $x=p-q$ therefore has $\sum_j x_j=0$ at all times. Define the residual matrix

$$R_{ij}=W_{ij}-m_i+c\,\delta_{ij}.$$

Its off-diagonal entries are non-negative and its columns sum to $0-c+c=0$, so $R$ is again a rate matrix. For $y=e^{ct}x$,

$$\dot y_i=c\,y_i+\sum_j W_{ij}y_j=\sum_j R_{ij}y_j+m_i\sum_j y_j=\sum_j R_{ij}y_j .$$

If $\sum_i|y_i|$ never exceeds its initial value, then $e^{ct}\sum_i|x_i(t)|\le\sum_i|x_i(0)|$, which is the claim.

## Signed solutions do not grow

Let $V$ be any rate matrix on $N$ states and $\dot y=Vy$, with $y_i$ of either sign. Since $|y_i|$ has a kink at zero, replace it by $r_i=\sqrt{y_i^2+\varepsilon^2}$ with $\varepsilon>0$. Then $\dot r_i=g_i\dot y_i$ with $g_i=y_i/r_i$. Here $|g_i|\le1$, and $g_iy_i=r_i-\varepsilon^2/r_i\ge|y_i|-\varepsilon$, because $r_i\ge|y_i|$ and $r_i\ge\varepsilon$. With $V_{jj}\le0$,

$$\frac{d}{dt}\sum_i r_i=\sum_j\Big(V_{jj}g_jy_j+\sum_{i\ne j}V_{ij}g_iy_j\Big)\le\sum_j\Big(V_{jj}(|y_j|-\varepsilon)+\sum_{i\ne j}V_{ij}|y_j|\Big)=\varepsilon K,$$

where $K=-\sum_jV_{jj}$. Integrating, and using $|y_i|\le r_i\le|y_i|+\varepsilon$, gives

$$\sum_i|y_i(t)|\le\sum_i|y_i(0)|+\varepsilon(N+Kt).$$

Letting $\varepsilon\to0$ proves the statement.

If the rates into each state do not depend on the origin, all off-diagonal $R_{ij}$ vanish, and the column sums make the diagonal vanish too. Then $y$ is constant and the bound is an equality. Two states always have this property, with $c=W_{01}+W_{10}$.

## Rates, solutions and distance in Lean

The states form a finite type `n`.

```lean
import Mathlib

open Finset

namespace MasterEquationRelaxation

noncomputable section

variable {n : Type*} [Fintype n] [DecidableEq n]
```

The index order is destination first. Texts on Markov chains often use the transpose, with vanishing row sums.

```lean
/-- A rate matrix: `W i j` is the rate of jumps from `j` to `i`, non-negative for `i ≠ j`,
and every column sums to zero. -/
structure IsRateMatrix (W : Matrix n n ℝ) : Prop where
  nonneg : ∀ i j, i ≠ j → 0 ≤ W i j
  colsum : ∀ j, ∑ i, W i j = 0
```

A solution is differentiable component by component on $[0,\infty)$, with a one-sided derivative at $t=0$. Non-negativity of the populations is not required. The theorems take solutions as given and do not construct them.

```lean
/-- The populations `p` solve the master equation `dp/dt = W p` for times `t ≥ 0`. -/
def IsSolution (W : Matrix n n ℝ) (p : ℝ → n → ℝ) : Prop :=
  ∀ t ∈ Set.Ici (0 : ℝ), ∀ i,
    HasDerivWithinAt (fun s => p s i) (∑ j, W i j * p t j) (Set.Ici 0) t
```

The distance carries no factor $\tfrac12$, so for probability distributions it is twice the total variation distance and at most 2.

```lean
/-- The l1 distance of two population vectors. -/
def l1Dist (x y : n → ℝ) : ℝ := ∑ i, |x i - y i|
```

The next three definitions are $m_i$, $c$ and $R$. `Nontrivial n` says that there are at least two states, so each minimum runs over a nonempty set. The name `relaxRate` stands for the constant $c$ in the bound; the slowest relaxation rate of $W$ can be larger.

```lean
/-- The smallest rate into state `i` from any other state. -/
def minInflow [Nontrivial n] (W : Matrix n n ℝ) (i : n) : ℝ :=
  (univ.erase i).inf' (by obtain ⟨j, hj⟩ := exists_ne i; exact ⟨j, by simp [hj]⟩) (W i)

/-- The relaxation constant `c`: the sum over all states of the smallest rate into them. -/
def relaxRate [Nontrivial n] (W : Matrix n n ℝ) : ℝ := ∑ i, minInflow W i

/-- What is left of `W` when the smallest inflow is taken from every row and `c` is added on
the diagonal. -/
def residual [Nontrivial n] (W : Matrix n n ℝ) : Matrix n n ℝ :=
  Matrix.of fun i j => W i j - minInflow W i + if i = j then relaxRate W else 0
```

That a real system follows a master equation with constant rates at all is a physical assumption, which has to be justified separately.

## From derivatives to conservation and monotonicity

The first lemma states that $m_i$ is a lower bound and is attained.

```lean
/-- The smallest inflow is a lower bound for the rates into `i` from other states, and one of
these rates attains it. -/
theorem minInflow_spec [Nontrivial n] (W : Matrix n n ℝ) (i : n) :
    (∀ j, j ≠ i → minInflow W i ≤ W i j) ∧ ∃ j, j ≠ i ∧ minInflow W i = W i j := by
  have hne : (univ.erase i).Nonempty := by
    obtain ⟨j, hj⟩ := exists_ne i
    exact ⟨j, by simp [hj]⟩
  refine ⟨fun j hj => Finset.inf'_le _ (by simp [hj]), ?_⟩
  obtain ⟨j, hj, h⟩ := Finset.exists_mem_eq_inf' hne (W i)
  exact ⟨j, Finset.ne_of_mem_erase hj, h⟩
```

Where the derivation integrates an inequality, Lean uses `antitoneOn_of_hasDerivWithinAt_nonpos`. This Mathlib theorem takes a convex set, a function continuous on it, and a non-positive derivative at interior points; it concludes that the function is non-increasing on the whole set. No integral appears, so the derivative need not be shown integrable. At $t=0$ only continuity is used, which the one-sided derivative supplies. Together with its non-decreasing twin it shows that a vanishing derivative means a constant.

```lean
/-- A quantity whose time derivative vanishes for all `t ≥ 0` keeps its initial value. -/
theorem conserved_of_deriv_zero {f : ℝ → ℝ}
    (h : ∀ t ∈ Set.Ici (0 : ℝ), HasDerivWithinAt f 0 (Set.Ici 0) t) {t : ℝ} (ht : 0 ≤ t) :
    f t = f 0 := by
  have hc : ContinuousOn f (Set.Ici 0) := fun s hs => (h s hs).continuousWithinAt
  have hi : ∀ s ∈ interior (Set.Ici (0 : ℝ)),
      HasDerivWithinAt f 0 (interior (Set.Ici 0)) s :=
    fun s hs => (h s (interior_subset hs)).mono interior_subset
  exact le_antisymm
    (antitoneOn_of_hasDerivWithinAt_nonpos (f' := fun _ => 0) (convex_Ici 0) hc hi
      (fun _ _ => le_rfl) (Set.mem_Ici.2 le_rfl) (Set.mem_Ici.2 ht) ht)
    (monotoneOn_of_hasDerivWithinAt_nonneg (f' := fun _ => 0) (convex_Ici 0) hc hi
      (fun _ _ => le_rfl) (Set.mem_Ici.2 le_rfl) (Set.mem_Ici.2 ht) ht)
```

Exchanging the two sums and using the column sums gives conservation of the total.

```lean
omit [DecidableEq n] in
/-- The master equation of a rate matrix conserves the total population. -/
theorem total_conserved {W : Matrix n n ℝ} (hW : IsRateMatrix W) {p : ℝ → n → ℝ}
    (hp : IsSolution W p) {t : ℝ} (ht : 0 ≤ t) : ∑ i, p t i = ∑ i, p 0 i := by
  refine conserved_of_deriv_zero (f := fun s => ∑ i, p s i) (fun s hs => ?_) ht
  have hz : ∑ i, ∑ j, W i j * p s j = 0 := by
    rw [Finset.sum_comm]
    simp [← Finset.sum_mul, hW.colsum]
  have h := HasDerivWithinAt.fun_sum (u := Finset.univ) (fun i _ => hp s hs i)
  rwa [hz] at h
```

The column-by-column estimate is stated for any weights `g` with the two properties used above. The case `i = j` uses $V_{jj}\le0$, and the case `i ≠ j` uses $|g_i|\le1$.

```lean
/-- Let `V` be a rate matrix. If weights `g` of modulus at most one reproduce the absolute values of
`y` up to `ε`, then the `g`-weighted sum of the rates of change `V y` is at most `ε` times the sum
of all exit rates. -/
theorem weighted_rate_le {V : Matrix n n ℝ} (hV : IsRateMatrix V) {g y : n → ℝ} {ε : ℝ}
    (hg : ∀ i, |g i| ≤ 1) (hgy : ∀ i, |y i| - ε ≤ g i * y i) :
    ∑ i, g i * ∑ j, V i j * y j ≤ ε * ∑ j, -V j j := by
  have hdiag : ∀ j, V j j ≤ 0 := by
    intro j
    have h := hV.colsum j
    rw [← Finset.add_sum_erase univ _ (mem_univ j)] at h
    have h2 : 0 ≤ ∑ i ∈ univ.erase j, V i j :=
      Finset.sum_nonneg fun i hi => hV.nonneg i j (Finset.ne_of_mem_erase hi)
    linarith
  simp only [Finset.mul_sum]
  rw [Finset.sum_comm]
  refine Finset.sum_le_sum fun j _ => ?_
  -- compare each column with the column sum, which vanishes
  calc ∑ i, g i * (V i j * y j)
      ≤ ∑ i, (V i j * |y j| + if i = j then ε * -V j j else 0) := by
        refine Finset.sum_le_sum fun i _ => ?_
        by_cases hij : i = j
        · subst hij
          rw [if_pos rfl]
          nlinarith [mul_nonneg (neg_nonneg.2 (hdiag i)) (sub_nonneg.2 (hgy i))]
        · rw [if_neg hij]
          have h1 : g i * y j ≤ |y j| := by
            calc g i * y j ≤ |g i * y j| := le_abs_self _
              _ = |g i| * |y j| := abs_mul _ _
              _ ≤ 1 * |y j| := mul_le_mul_of_nonneg_right (hg i) (abs_nonneg _)
              _ = |y j| := one_mul _
          nlinarith [mul_nonneg (hV.nonneg i j hij) (sub_nonneg.2 h1)]
    _ = ε * -V j j := by
        rw [Finset.sum_add_distrib, ← Finset.sum_mul, hV.colsum]
        simp
```

For the limit, Lean allows an arbitrary error $\delta>0$ and chooses $\varepsilon$ with $\varepsilon(N+Kt)\le\delta$. `hF` differentiates $\sum_i r_i-\varepsilon Kt$, and `hanti` says that this quantity does not exceed its initial value.

```lean
/-- The l1 norm of any solution of a master equation, of either sign, never exceeds its
initial value. -/
theorem l1_norm_le {V : Matrix n n ℝ} (hV : IsRateMatrix V) {y : ℝ → n → ℝ}
    (hy : IsSolution V y) {t : ℝ} (ht : 0 ≤ t) : ∑ i, |y t i| ≤ ∑ i, |y 0 i| := by
  refine le_of_forall_pos_le_add fun δ hδ => ?_
  obtain ⟨K, hK⟩ : ∃ K, K = ∑ j, -V j j := ⟨_, rfl⟩
  obtain ⟨ε, hε, hεδ⟩ : ∃ ε : ℝ, 0 < ε ∧ ε * (Fintype.card n + K * t) ≤ δ := by
    have hC : 0 < |Fintype.card n + K * t| + 1 := by positivity
    refine ⟨δ / (|Fintype.card n + K * t| + 1), by positivity, ?_⟩
    rw [div_mul_eq_mul_div, div_le_iff₀ hC]
    exact mul_le_mul_of_nonneg_left (by linarith [le_abs_self (Fintype.card n + K * t)]) hδ.le
  have hpos : ∀ a : ℝ, 0 < a * a + ε ^ 2 := fun a => by nlinarith [mul_self_nonneg a, pow_pos hε 2]
  have hlow : ∀ a : ℝ, |a| ≤ √(a * a + ε ^ 2) := fun a =>
    Real.abs_le_sqrt (by nlinarith [sq_nonneg ε])
  -- the smoothed l1 norm grows at most at the rate `ε K`
  have hF : ∀ s ∈ Set.Ici (0 : ℝ), HasDerivWithinAt
      (fun u => (∑ i, √(y u i * y u i + ε ^ 2)) - ε * K * u)
      ((∑ i, y s i / √(y s i * y s i + ε ^ 2) * ∑ j, V i j * y s j) - ε * K)
      (Set.Ici 0) s := by
    intro s hs
    have h1 := HasDerivWithinAt.fun_sum (u := Finset.univ) (fun i _ =>
      ((((hy s hs i).fun_mul (hy s hs i)).add_const (ε ^ 2)).sqrt
        (hpos (y s i)).ne').congr_deriv
        (show _ = y s i / √(y s i * y s i + ε ^ 2) * ∑ j, V i j * y s j by ring))
    have h2 := (((hasDerivAt_id' s).const_mul (ε * K)).congr_deriv
      (mul_one _)).hasDerivWithinAt (s := Set.Ici 0)
    exact h1.fun_sub h2
  have hanti := antitoneOn_of_hasDerivWithinAt_nonpos (convex_Ici 0)
    (fun s hs => (hF s hs).continuousWithinAt)
    (fun s hs => (hF s (interior_subset hs)).mono interior_subset)
    (fun s _ => by
      rw [hK]
      refine sub_nonpos.2 (weighted_rate_le hV (fun i => ?_) (fun i => ?_))
      · have hr := Real.sqrt_pos.2 (hpos (y s i))
        rw [abs_div, abs_of_pos hr, div_le_one hr]
        exact hlow _
      · have hr := Real.sqrt_pos.2 (hpos (y s i))
        have hsq := Real.mul_self_sqrt (hpos (y s i)).le
        have he : ε ≤ √(y s i * y s i + ε ^ 2) :=
          (le_abs_self ε).trans (Real.abs_le_sqrt (by nlinarith [mul_self_nonneg (y s i)]))
        rw [div_mul_eq_mul_div, le_div_iff₀ hr]
        nlinarith [mul_nonneg hr.le (sub_nonneg.2 (hlow (y s i))),
          mul_nonneg hε.le (sub_nonneg.2 he)])
    (Set.mem_Ici.2 le_rfl) (Set.mem_Ici.2 ht) ht
  have h0 : ∑ i, √(y 0 i * y 0 i + ε ^ 2) ≤ ∑ i, (|y 0 i| + ε) :=
    Finset.sum_le_sum fun i _ => Real.sqrt_le_iff.2 ⟨by positivity, by
      nlinarith [abs_mul_abs_self (y 0 i), mul_nonneg (abs_nonneg (y 0 i)) hε.le]⟩
  have h1 : ∑ i, |y t i| ≤ ∑ i, √(y t i * y t i + ε ^ 2) :=
    Finset.sum_le_sum fun i _ => hlow _
  rw [Finset.sum_add_distrib, Finset.sum_const, Finset.card_univ, nsmul_eq_mul] at h0
  simp only [mul_zero, sub_zero] at hanti
  nlinarith
```

## The bound and the cases of equality

The residual matrix is a rate matrix, and the rescaled difference solves its master equation. In the second proof, `hz` expresses $\sum_jx_j=0$ and removes the term with $m_i$.

```lean
/-- The residual of a rate matrix is again a rate matrix. -/
theorem residual_isRateMatrix [Nontrivial n] {W : Matrix n n ℝ} (hW : IsRateMatrix W) :
    IsRateMatrix (residual W) where
  nonneg i j hij := by
    have h := (minInflow_spec W i).1 j hij.symm
    simp only [residual, Matrix.of_apply, if_neg hij]
    linarith
  colsum j := by
    simp only [residual, Matrix.of_apply, Finset.sum_add_distrib, Finset.sum_sub_distrib,
      hW.colsum, Finset.sum_ite_eq', Finset.mem_univ, if_true]
    simp [relaxRate]

/-- For two solutions of the master equation of a rate matrix `W` with equal initial total
population, the difference multiplied by `exp (c t)` solves the master equation of the residual
matrix. -/
theorem rescaled_difference [Nontrivial n] {W : Matrix n n ℝ} (hW : IsRateMatrix W)
    {p q : ℝ → n → ℝ} (hp : IsSolution W p) (hq : IsSolution W q)
    (h0 : ∑ i, p 0 i = ∑ i, q 0 i) :
    IsSolution (residual W) (fun s i => Real.exp (relaxRate W * s) * (p s i - q s i)) := by
  intro s hs i
  have hz : ∑ j, p s j = ∑ j, q s j := by
    rw [total_conserved hW hp hs, total_conserved hW hq hs, h0]
  have he := (((hasDerivAt_id' s).const_mul (relaxRate W)).exp).hasDerivWithinAt
    (s := Set.Ici 0)
  refine (he.fun_mul ((hp s hs i).fun_sub (hq s hs i))).congr_deriv ?_
  have key : ∀ j, residual W i j * (Real.exp (relaxRate W * s) * (p s j - q s j)) =
      Real.exp (relaxRate W * s) * (W i j * p s j - W i j * q s j)
      - Real.exp (relaxRate W * s) * minInflow W i * (p s j - q s j)
      + if i = j then Real.exp (relaxRate W * s) * relaxRate W * (p s j - q s j) else 0 := by
    intro j
    simp only [residual, Matrix.of_apply]
    split_ifs <;> ring
  -- the subtracted inflow acts on the total difference, which is zero
  simp only [key, Finset.sum_add_distrib, Finset.sum_sub_distrib, ← Finset.mul_sum,
    Finset.sum_ite_eq, Finset.mem_univ, if_true, hz]
  ring
```

The main theorem applies `l1_norm_le` to the rescaled difference and multiplies by $e^{-ct}$. Its hypothesis `h0` asks for equal initial totals, which two probability distributions satisfy.

```lean
/-- Explicit relaxation bound: two solutions of the master equation with equal initial total
population, such as two probability solutions, have l1 distance at time `t ≥ 0` at most
`exp (-c t)` times the initial distance. -/
theorem relaxation_bound [Nontrivial n] {W : Matrix n n ℝ} (hW : IsRateMatrix W)
    {p q : ℝ → n → ℝ} (hp : IsSolution W p) (hq : IsSolution W q)
    (h0 : ∑ i, p 0 i = ∑ i, q 0 i) {t : ℝ} (ht : 0 ≤ t) :
    l1Dist (p t) (q t) ≤ Real.exp (-(relaxRate W * t)) * l1Dist (p 0) (q 0) := by
  have h := l1_norm_le (residual_isRateMatrix hW) (rescaled_difference hW hp hq h0) ht
  simp only [abs_mul, Real.abs_exp, ← Finset.mul_sum, mul_zero, Real.exp_zero, one_mul] at h
  calc l1Dist (p t) (q t)
      = Real.exp (-(relaxRate W * t)) * (Real.exp (relaxRate W * t) * l1Dist (p t) (q t)) := by
        rw [← mul_assoc, ← Real.exp_add, neg_add_cancel, Real.exp_zero, one_mul]
    _ ≤ _ := mul_le_mul_of_nonneg_left h (Real.exp_pos _).le
```

For origin-independent rates, expressed by `hrow`, `hres` shows that $R=0$ and `hconst` that $e^{ct}x(t)$ keeps its initial value.

```lean
/-- The bound is attained at all times `t ≥ 0` if the rate into each state is the same from
every other state and the initial total populations agree. -/
theorem relaxation_exact [Nontrivial n] {W : Matrix n n ℝ} (hW : IsRateMatrix W)
    (hrow : ∀ i j k, j ≠ i → k ≠ i → W i j = W i k)
    {p q : ℝ → n → ℝ} (hp : IsSolution W p) (hq : IsSolution W q)
    (h0 : ∑ i, p 0 i = ∑ i, q 0 i) {t : ℝ} (ht : 0 ≤ t) :
    l1Dist (p t) (q t) = Real.exp (-(relaxRate W * t)) * l1Dist (p 0) (q 0) := by
  have hoff : ∀ i j, i ≠ j → residual W i j = 0 := by
    intro i j hij
    obtain ⟨k, hk, h⟩ := (minInflow_spec W i).2
    simp only [residual, Matrix.of_apply, if_neg hij]
    rw [h, hrow i j k hij.symm hk]
    ring
  -- the residual matrix vanishes, on the diagonal because its columns sum to zero
  have hres : ∀ i j, residual W i j = 0 := by
    intro i j
    by_cases hij : i = j
    · subst hij
      rw [← (residual_isRateMatrix hW).colsum i]
      exact (Finset.sum_eq_single i (fun k _ hk => hoff k i hk) (by simp)).symm
    · exact hoff i j hij
  have hconst : ∀ i, Real.exp (relaxRate W * t) * (p t i - q t i) = p 0 i - q 0 i := by
    intro i
    have h := conserved_of_deriv_zero
      (f := fun s => Real.exp (relaxRate W * s) * (p s i - q s i))
      (fun s hs => (rescaled_difference hW hp hq h0 s hs i).congr_deriv (by simp [hres])) ht
    simpa only [mul_zero, Real.exp_zero, one_mul] using h
  unfold l1Dist
  rw [Finset.mul_sum]
  refine Finset.sum_congr rfl fun i _ => ?_
  rw [← hconst i, abs_mul, Real.abs_exp, ← mul_assoc, ← Real.exp_add, neg_add_cancel,
    Real.exp_zero, one_mul]
```

With two states, each state has only one possible origin. This is `huniq`, and it gives both `hrow` and the value of $c$.

```lean
/-- In a two-state system the l1 distance of two solutions with equal initial total population
decays exactly exponentially, at the sum of the forward and backward rates. -/
theorem two_state_relaxation {W : Matrix (Fin 2) (Fin 2) ℝ} (hW : IsRateMatrix W)
    {p q : ℝ → Fin 2 → ℝ} (hp : IsSolution W p) (hq : IsSolution W q)
    (h0 : ∑ i, p 0 i = ∑ i, q 0 i) {t : ℝ} (ht : 0 ≤ t) :
    l1Dist (p t) (q t) = Real.exp (-((W 0 1 + W 1 0) * t)) * l1Dist (p 0) (q 0) := by
  have huniq : ∀ i j k : Fin 2, j ≠ i → k ≠ i → j = k := by decide
  have hc : relaxRate W = W 0 1 + W 1 0 := by
    obtain ⟨j, hj, h⟩ := (minInflow_spec W 0).2
    obtain ⟨k, hk, h'⟩ := (minInflow_spec W 1).2
    rw [relaxRate, Fin.sum_univ_two, h, h', huniq 0 j 1 hj (by decide),
      huniq 1 k 0 hk (by decide)]
  rw [← hc]
  exact relaxation_exact hW (fun i j k hj hk => by rw [huniq i j k hj hk]) hp hq h0 ht

end

end MasterEquationRelaxation
```

```lean
#print axioms MasterEquationRelaxation.relaxation_bound
-- 'MasterEquationRelaxation.relaxation_bound' depends on axioms: [propext, Classical.choice, Quot.sound]
#print axioms MasterEquationRelaxation.two_state_relaxation
-- 'MasterEquationRelaxation.two_state_relaxation' depends on axioms: [propext, Classical.choice, Quot.sound]
```

## The same subtraction in discrete time

Let $P_{ij}\ge0$ be the probability of a step from $j$ to $i$ in a finite Markov chain, with $\sum_iP_{ij}=1$. Put $a_i=\min_jP_{ij}$, now including $j=i$, and $a=\sum_ia_i$. For probability distributions $p,q$ the differences sum to zero, so

$$\sum_i\Big|\sum_jP_{ij}(p_j-q_j)\Big|=\sum_i\Big|\sum_j(P_{ij}-a_i)(p_j-q_j)\Big|\le(1-a)\sum_j|p_j-q_j| .$$

Each step of a finite-state Monte Carlo chain with these transition probabilities thus multiplies the distance by at most $1-a$. This guarantees a decrease of a non-zero distance only if $a>0$, that is, if some state can be reached in one step from every state, itself included. This version rests on the lines above and has no Lean proof here.
